# With finitely many energy levels at positive temperature, the isothermal susceptibility is at least the static Kubo susceptibility

## Two states of equal energy

Take a spin one-half in zero field, with two states of the same energy, and the observable $A=\mathrm{diag}(1,-1)$. At inverse temperature $\beta>0$ each state has weight $1/2$. A field $h$ coupled as $-hA$ moves the energies to $\mp h$. If the spin re-equilibrates with a bath, the mean of $A$ becomes $\tanh(\beta h)$, with slope $\beta$ at $h=0$. If it is isolated, $A$ is conserved, the populations stay at $1/2$, and the response is zero.

The first number is the isothermal susceptibility and the second the static Kubo susceptibility. The difference comes here from the diagonal elements of $A$. The Kubo sum omits every matrix element between states of equal energy, including the diagonal ones, so the two susceptibilities can differ even without degeneracy. The same accounting works for any finite set of levels.

## Levels, weights and the two susceptibilities

The finite type `ι` labels energy eigenstates, so a degenerate energy occurs once per state. Units have $k_B=\hbar=1$.

```lean
import Mathlib

open Finset

namespace IsothermalKubo

noncomputable section

variable {ι : Type*} [Fintype ι]
```

For real energies $E_n$, the partition function is $Z=\sum_n e^{-\beta E_n}$.

```lean
/-- The partition function of the levels `E` at inverse temperature `β`. -/
def partition (β : ℝ) (E : ι → ℝ) : ℝ := ∑ n, Real.exp (-β * E n)
```

The Gibbs weights are $p_n=e^{-\beta E_n}/Z$.

```lean
/-- The Gibbs weight of level `n`, for a nonempty set of levels. -/
def gibbs (β : ℝ) (E : ι → ℝ) (n : ι) : ℝ := Real.exp (-β * E n) / partition β E
```

An observable is a complex matrix $A_{mn}$ in the energy eigenbasis, of type `Matrix ι ι ℂ`. Hermitian matrices are included but not required. Its thermal mean is $\langle A\rangle=\sum_m p_mA_{mm}$.

```lean
/-- The thermal mean of `A` in the energy eigenbasis. -/
def thermalMean (β : ℝ) (E : ι → ℝ) (A : Matrix ι ι ℂ) : ℂ :=
  ∑ m, (gibbs β E m : ℂ) * A m m
```

The imaginary-time correlator is defined by its Lehmann sum,
$$C(\tau)=\sum_{m,n}p_m|A_{mn}|^2e^{\tau(E_m-E_n)}.$$

```lean
/-- The imaginary-time correlator of `A` in Lehmann form. -/
def correlator (β : ℝ) (E : ι → ℝ) (A : Matrix ι ι ℂ) (τ : ℝ) : ℝ :=
  ∑ m, ∑ n, gibbs β E m * ‖A m n‖ ^ 2 * Real.exp (τ * (E m - E n))
```

The isothermal susceptibility is
$$\chi_T=\int_0^\beta C(\tau)\,d\tau-\beta|\langle A\rangle|^2.$$

```lean
/-- The isothermal susceptibility: the integrated correlator minus its disconnected part. -/
def isothermal (β : ℝ) (E : ι → ℝ) (A : Matrix ι ι ℂ) : ℝ :=
  (∫ τ in (0 : ℝ)..β, correlator β E A τ) - β * ‖thermalMean β E A‖ ^ 2
```

The static Kubo susceptibility is
$$\chi_K=\sum_{E_m\ne E_n}\frac{(p_m-p_n)|A_{mn}|^2}{E_n-E_m}.$$
This Lehmann formula is taken as the definition and is not derived from a time-dependent perturbation. The `if` in `kubo` removes pairs of exactly equal energy.

```lean
/-- The static Kubo susceptibility: a sum over pairs of levels with different energies. -/
def kubo (β : ℝ) (E : ι → ℝ) (A : Matrix ι ι ℂ) : ℝ :=
  ∑ m, ∑ n, if E m = E n then 0
    else (gibbs β E m - gibbs β E n) * ‖A m n‖ ^ 2 / (E n - E m)
```

The difference $\chi_T-\chi_K$ will be built from
$$F_{mn}=p_m\,|A_{mn}-\langle A\rangle\delta_{mn}|^2\quad\text{if }E_m=E_n,$$
with $F_{mn}=0$ otherwise.

```lean
/-- The weighted squared deviation of `A` from its thermal mean times the identity, kept only
between levels of equal energy. -/
def blockFluctuation [DecidableEq ι] (β : ℝ) (E : ι → ℝ) (A : Matrix ι ι ℂ) (m n : ι) : ℝ :=
  if E m = E n then gibbs β E m * ‖A m n - if m = n then thermalMean β E A else 0‖ ^ 2 else 0
```

With at least one level, $Z$ is a nonempty sum of positive terms. Hence $p_n>0$, and $\sum_np_n=Z/Z=1$.

```lean
/-- Gibbs weights are positive and sum to one. -/
theorem gibbs_pos_and_sum [Nonempty ι] (β : ℝ) (E : ι → ℝ) :
    (∀ n, 0 < gibbs β E n) ∧ ∑ n, gibbs β E n = 1 := by
  have hZ : 0 < partition β E := sum_pos (fun _ _ => Real.exp_pos _) univ_nonempty
  refine ⟨fun n => div_pos (Real.exp_pos _) hZ, ?_⟩
  simp only [gibbs]
  rw [← sum_div]
  exact div_self hZ.ne'
```

## The Lehmann sum as a trace

Let $H$ be diagonal with entries $E_n$, and $\rho$ diagonal with entries $p_n$. Expanding the trace gives
$$\mathrm{tr}(\rho e^{\tau H}Ae^{-\tau H}A^\dagger)=\sum_{m,n}p_me^{\tau E_m}A_{mn}e^{-\tau E_n}\overline{A_{mn}}=C(\tau).$$
In Lean the exponentials of $H$ are written directly as diagonal matrices. The steps `hz` and `he` supply $A_{mn}\overline{A_{mn}}=|A_{mn}|^2$ and combine the two exponentials.

```lean
/-- The Lehmann sum is the trace of `ρ exp(τH) A exp(-τH) A†` for the diagonal Hamiltonian
with levels `E`. -/
theorem correlator_eq_trace [DecidableEq ι] (β : ℝ) (E : ι → ℝ) (A : Matrix ι ι ℂ) (τ : ℝ) :
    (correlator β E A τ : ℂ) = Matrix.trace
      (Matrix.diagonal (fun n => (gibbs β E n : ℂ)) *
        Matrix.diagonal (fun n => (Real.exp (τ * E n) : ℂ)) * A *
        Matrix.diagonal (fun n => (Real.exp (-(τ * E n)) : ℂ)) * A.conjTranspose) := by
  simp only [correlator, Complex.ofReal_sum, Matrix.trace, Matrix.diag_apply,
    Matrix.diagonal_mul_diagonal]
  refine sum_congr rfl fun m _ => ?_
  rw [Matrix.mul_apply]
  refine sum_congr rfl fun n _ => ?_
  rw [Matrix.mul_diagonal, Matrix.diagonal_mul, Matrix.conjTranspose_apply]
  have hz : A m n * star (A m n) = ((‖A m n‖ ^ 2 : ℝ) : ℂ) := by
    rw [Complex.sq_norm]
    exact Complex.mul_conj _
  have he : Real.exp (τ * (E m - E n)) = Real.exp (τ * E m) * Real.exp (-(τ * E n)) := by
    rw [← Real.exp_add]
    congr 1
    ring
  rw [he]
  simp only [Complex.ofReal_mul]
  rw [← hz]
  ring
```

## Integrating over imaginary time

For $E_m\ne E_n$,
$$p_m\int_0^\beta e^{\tau(E_m-E_n)}d\tau=\frac{p_me^{\beta(E_m-E_n)}-p_m}{E_m-E_n}.$$
Detailed balance, $p_me^{\beta(E_m-E_n)}=p_n$, turns this into
$$\frac{p_n-p_m}{E_m-E_n}=\frac{p_m-p_n}{E_n-E_m},$$
which is the Kubo factor. For $E_m=E_n$ the integrand is constant and the pair contributes $\beta p_m|A_{mn}|^2$.

The proof obtains the exponential integral from an antiderivative in `hint` and detailed balance in `hdb`. It then exchanges the finite sums with the integral and separates the two cases with `split_ifs`.

```lean
/-- The integrated correlator has a Kubo term for each pair of different energies and a term `β p_m
|A_mn|²` for each pair of equal energies. -/
theorem integral_correlator (β : ℝ) (E : ι → ℝ) (A : Matrix ι ι ℂ) :
    ∫ τ in (0 : ℝ)..β, correlator β E A τ =
      ∑ m, ∑ n, if E m = E n then β * (gibbs β E m * ‖A m n‖ ^ 2)
        else (gibbs β E m - gibbs β E n) * ‖A m n‖ ^ 2 / (E n - E m) := by
  have hint : ∀ c : ℝ, c ≠ 0 →
      ∫ τ in (0 : ℝ)..β, Real.exp (τ * c) = (Real.exp (β * c) - 1) / c := by
    intro c hc
    have h : ∀ τ ∈ Set.uIcc 0 β,
        HasDerivAt (fun t : ℝ => Real.exp (t * c) / c) (Real.exp (τ * c)) τ := fun τ _ =>
      ((((hasDerivAt_id' τ).mul_const c).exp).div_const c).congr_deriv (by field_simp)
    rw [intervalIntegral.integral_eq_sub_of_hasDerivAt h
      (Continuous.intervalIntegrable (by fun_prop) _ _)]
    simp only [zero_mul, Real.exp_zero]
    ring
  -- detailed balance
  have hdb : ∀ m n, gibbs β E m * Real.exp (β * (E m - E n)) = gibbs β E n := by
    intro m n
    unfold gibbs
    rw [div_mul_eq_mul_div, ← Real.exp_add]
    congr 2
    ring
  unfold correlator
  rw [intervalIntegral.integral_finsetSum]
  · refine sum_congr rfl fun m _ => ?_
    rw [intervalIntegral.integral_finsetSum]
    · refine sum_congr rfl fun n _ => ?_
      rw [intervalIntegral.integral_const_mul]
      split_ifs with h
      · simp only [h, sub_self, mul_zero, Real.exp_zero, intervalIntegral.integral_const,
          sub_zero, smul_eq_mul, mul_one]
        ring
      · rw [hint _ (sub_ne_zero.mpr h), ← hdb m n, ← neg_sub (E m) (E n), div_neg]
        ring
    · intro n _
      exact Continuous.intervalIntegrable (by fun_prop) _ _
  · intro m _
    exact Continuous.intervalIntegrable (by fun_prop) _ _
```

## The difference as a completed square

Subtracting $\chi_K$ leaves the equal-energy terms and the disconnected part:
$$\chi_T-\chi_K=\beta\Big(\sum_{E_m=E_n}p_m|A_{mn}|^2-|\langle A\rangle|^2\Big).$$
Expanding the square in $F_{mn}$ gives
$$\sum_{m,n}F_{mn}=\sum_{E_m=E_n}p_m|A_{mn}|^2+\sum_mp_m\big(|\langle A\rangle|^2-2\,\mathrm{Re}(\overline{\langle A\rangle}A_{mm})\big).$$
Since the weights sum to one, the last sum is $|\langle A\rangle|^2-2|\langle A\rangle|^2=-|\langle A\rangle|^2$. Therefore
$$\chi_T-\chi_K=\beta\sum_{m,n}F_{mn}.$$

In the proof, `entry` expands the square using real and imaginary parts, `shift` evaluates the last sum, and `split` separates the Kubo terms. The identity holds for every real $\beta$.

For a finite cluster solved by exact diagonalisation, it identifies the terms that separate two results: the correlator integrated over imaginary time, less $\beta|\langle A\rangle|^2$, and the Kubo sum over pairs of different energies.

```lean
/-- The isothermal susceptibility minus the Kubo one is `β` times the total fluctuation of `A`
between levels of equal energy. -/
theorem isothermal_sub_kubo [DecidableEq ι] [Nonempty ι] (β : ℝ) (E : ι → ℝ)
    (A : Matrix ι ι ℂ) :
    isothermal β E A - kubo β E A = β * ∑ m, ∑ n, blockFluctuation β E A m n := by
  have hre : ∑ m, gibbs β E m * (A m m).re = (thermalMean β E A).re := by
    simp [thermalMean, Complex.re_sum]
  have him : ∑ m, gibbs β E m * (A m m).im = (thermalMean β E A).im := by
    simp [thermalMean, Complex.im_sum]
  have entry : ∀ m n, blockFluctuation β E A m n =
      (if E m = E n then gibbs β E m * ‖A m n‖ ^ 2 else 0) +
      if m = n then gibbs β E m * (‖thermalMean β E A‖ ^ 2 -
        2 * ((thermalMean β E A).re * (A m m).re + (thermalMean β E A).im * (A m m).im))
      else 0 := by
    intro m n
    by_cases hmn : m = n
    · subst hmn
      simp only [blockFluctuation, ↓reduceIte, Complex.sq_norm, Complex.normSq_apply,
        Complex.sub_re, Complex.sub_im]
      ring
    · simp [blockFluctuation, hmn]
  -- normalisation of the weights completes the square
  have shift : ∑ m, gibbs β E m * (‖thermalMean β E A‖ ^ 2 -
      2 * ((thermalMean β E A).re * (A m m).re + (thermalMean β E A).im * (A m m).im)) =
      -‖thermalMean β E A‖ ^ 2 := by
    calc _ = ‖thermalMean β E A‖ ^ 2 * ∑ m, gibbs β E m -
          2 * ((thermalMean β E A).re * ∑ m, gibbs β E m * (A m m).re +
            (thermalMean β E A).im * ∑ m, gibbs β E m * (A m m).im) := by
          simp only [mul_sum, ← sum_add_distrib, ← sum_sub_distrib]
          exact sum_congr rfl fun m _ => by ring
      _ = _ := by
          rw [hre, him, (gibbs_pos_and_sum β E).2, Complex.sq_norm, Complex.normSq_apply]
          ring
  have split : (∑ m, ∑ n, if E m = E n then β * (gibbs β E m * ‖A m n‖ ^ 2)
        else (gibbs β E m - gibbs β E n) * ‖A m n‖ ^ 2 / (E n - E m)) =
      β * (∑ m, ∑ n, if E m = E n then gibbs β E m * ‖A m n‖ ^ 2 else 0) + kubo β E A := by
    simp only [kubo, mul_sum, ← sum_add_distrib]
    refine sum_congr rfl fun m _ => sum_congr rfl fun n _ => ?_
    split_ifs <;> ring
  simp only [entry, sum_add_distrib, sum_ite_eq, mem_univ, if_true]
  rw [shift, isothermal, integral_correlator, split]
  ring
```

## The inequality and its equality case

Each $F_{mn}$ is either zero or a positive weight times a squared modulus, so $F_{mn}\ge0$.

```lean
/-- Fluctuations between levels of equal energy are nonnegative. -/
theorem blockFluctuation_nonneg [DecidableEq ι] [Nonempty ι] (β : ℝ) (E : ι → ℝ)
    (A : Matrix ι ι ℂ) (m n : ι) : 0 ≤ blockFluctuation β E A m n := by
  unfold blockFluctuation
  by_cases h : E m = E n
  · rw [if_pos h]
    exact mul_nonneg ((gibbs_pos_and_sum β E).1 m).le (sq_nonneg _)
  · rw [if_neg h]
```

For $\beta\ge0$ the difference $\chi_T-\chi_K$ is a product of nonnegative factors, and $\chi_K\le\chi_T$.

```lean
/-- For `β ≥ 0`, the Kubo susceptibility is at most the isothermal susceptibility. -/
theorem kubo_le_isothermal [Nonempty ι] {β : ℝ} (hβ : 0 ≤ β) (E : ι → ℝ)
    (A : Matrix ι ι ℂ) : kubo β E A ≤ isothermal β E A := by
  classical
  rw [← sub_nonneg, isothermal_sub_kubo]
  exact mul_nonneg hβ (sum_nonneg fun m _ => sum_nonneg fun n _ =>
    blockFluctuation_nonneg β E A m n)
```

For $\beta>0$, equality forces $\sum_{m,n}F_{mn}=0$, and hence every $F_{mn}=0$. Because $p_m>0$, this means
$$A_{mn}=\langle A\rangle\delta_{mn}\quad\text{whenever }E_m=E_n.$$
Conversely, this condition makes every $F_{mn}$ vanish. It also constrains nondegenerate levels: all diagonal elements of $A$ must equal the same number $\langle A\rangle$. The proof applies `sum_eq_zero_iff_of_nonneg` once for each of the two sums.

```lean
/-- For `β > 0`, the two susceptibilities agree exactly when, between levels of equal energy, `A` is
its thermal mean times the identity. -/
theorem isothermal_eq_kubo_iff [DecidableEq ι] [Nonempty ι] {β : ℝ} (hβ : 0 < β) (E : ι → ℝ)
    (A : Matrix ι ι ℂ) : isothermal β E A = kubo β E A ↔
      ∀ m n, E m = E n → A m n = if m = n then thermalMean β E A else 0 := by
  have hn := blockFluctuation_nonneg β E A
  rw [← sub_eq_zero, isothermal_sub_kubo, mul_eq_zero, or_iff_right hβ.ne']
  constructor
  · intro h m n hE
    have h1 := (sum_eq_zero_iff_of_nonneg
      (fun m _ => sum_nonneg fun n _ => hn m n)).1 h m (mem_univ m)
    have h2 := (sum_eq_zero_iff_of_nonneg (fun n _ => hn m n)).1 h1 n (mem_univ n)
    rw [blockFluctuation, if_pos hE] at h2
    have h3 := (mul_eq_zero.1 h2).resolve_left ((gibbs_pos_and_sum β E).1 m).ne'
    exact sub_eq_zero.1 (norm_eq_zero.1 ((pow_eq_zero_iff two_ne_zero).1 h3))
  · intro h
    refine sum_eq_zero fun m _ => sum_eq_zero fun n _ => ?_
    by_cases hE : E m = E n
    · rw [blockFluctuation, if_pos hE, ← h m n hE]
      simp
    · rw [blockFluctuation, if_neg hE]
```

## Conserved observables

Let $A=\mathrm{diag}(a_n)$ with real $a_n$, so that $A$ commutes with $H$. Every Hermitian observable that commutes with $H$ takes this form in a suitable energy eigenbasis. Its off-diagonal elements vanish, and its diagonal elements connect equal energies, so $\chi_K=0$. Only the terms $m=n$ survive in the integrated correlator, which gives
$$\chi_T=\beta\Big(\sum_np_na_n^2-\Big(\sum_np_na_n\Big)^2\Big).$$
For $\beta>0$ this is positive as soon as $a_n$ takes two different values.

```lean
/-- For a real diagonal observable in the energy basis, the isothermal susceptibility is `β` times
the thermal variance, and the Kubo susceptibility is zero. -/
theorem conserved_susceptibilities [DecidableEq ι] (β : ℝ) (E a : ι → ℝ) :
    isothermal β E (Matrix.diagonal fun n => (a n : ℂ)) =
      β * (∑ n, gibbs β E n * a n ^ 2 - (∑ n, gibbs β E n * a n) ^ 2) ∧
    kubo β E (Matrix.diagonal fun n => (a n : ℂ)) = 0 := by
  constructor
  · have hmean : thermalMean β E (Matrix.diagonal fun n => (a n : ℂ)) =
        ((∑ n, gibbs β E n * a n : ℝ) : ℂ) := by
      simp [thermalMean]
    rw [isothermal, integral_correlator, hmean, Complex.norm_real, Real.norm_eq_abs, sq_abs,
      mul_sub, mul_sum]
    congr 1
    refine sum_congr rfl fun m _ => ?_
    rw [sum_eq_single m]
    · simp
    · intro n _ hnm
      simp [Matrix.diagonal_apply_ne _ hnm.symm]
    · simp
  · refine sum_eq_zero fun m _ => sum_eq_zero fun n _ => ?_
    by_cases hmn : m = n
    · simp [hmn]
    · simp [Matrix.diagonal_apply_ne _ hmn]
```

A field coupled as $-hA$ leaves the eigenstates unchanged and shifts the levels to $E_n-ha_n$. The equilibrium mean is then $N(h)/Z(h)$, with
$$N(h)=\sum_na_ne^{-\beta(E_n-ha_n)},\qquad Z(h)=\sum_ne^{-\beta(E_n-ha_n)}.$$
At $h=0$ the derivatives are $N'=\beta\sum_na_n^2e^{-\beta E_n}$ and $Z'=\beta\sum_na_ne^{-\beta E_n}$. The quotient rule gives
$$\frac{N'}{Z}-\frac{NZ'}{Z^2}=\beta\Big(\sum_np_na_n^2-\Big(\sum_np_na_n\Big)^2\Big)=\chi_T.$$

The proof differentiates each Boltzmann factor in `hw`, applies the quotient rule in `hq`, and matches the result to the variance. This identification of $\chi_T$ with the slope of an equilibrium mean is established here for diagonal $A$; for other observables $\chi_T$ rests on its definition through the correlator.

```lean
/-- When a field `h` shifts the levels to `E - h a`, the equilibrium mean of `a` responds at
zero field with the isothermal susceptibility. -/
theorem conserved_response [DecidableEq ι] [Nonempty ι] (β : ℝ) (E a : ι → ℝ) :
    HasDerivAt (fun h : ℝ => ∑ n, gibbs β (fun k => E k - h * a k) n * a n)
      (isothermal β E (Matrix.diagonal fun n => (a n : ℂ))) 0 := by
  have hw : ∀ n, HasDerivAt (fun h : ℝ => Real.exp (-β * (E n - h * a n)))
      (Real.exp (-β * E n) * (β * a n)) 0 := by
    intro n
    have h1 : HasDerivAt (fun h : ℝ => -β * (E n - h * a n)) (β * a n) 0 :=
      ((((hasDerivAt_id' (0 : ℝ)).mul_const (a n)).const_sub (E n)).const_mul
        (-β)).congr_deriv (by ring)
    exact h1.exp.congr_deriv (by simp)
  have hZ := HasDerivAt.fun_sum (u := univ) fun n _ => hw n
  have hN := HasDerivAt.fun_sum (u := univ) fun n _ => (hw n).mul_const (a n)
  have hpos : 0 < ∑ n, Real.exp (-β * (E n - 0 * a n)) :=
    sum_pos (fun _ _ => Real.exp_pos _) univ_nonempty
  have hq := hN.fun_div hZ hpos.ne'
  have hfun : (fun h : ℝ => ∑ n, gibbs β (fun k => E k - h * a k) n * a n) =
      fun h : ℝ => (∑ n, Real.exp (-β * (E n - h * a n)) * a n) /
        ∑ n, Real.exp (-β * (E n - h * a n)) := by
    funext h
    rw [sum_div]
    exact sum_congr rfl fun n _ => by
      simp only [gibbs, partition]
      ring
  rw [hfun]
  refine hq.congr_deriv ?_
  -- the quotient rule produces the variance
  have s1 : ∑ n, gibbs β E n * a n ^ 2 =
      (∑ n, Real.exp (-β * E n) * a n ^ 2) / partition β E := by
    rw [sum_div]
    exact sum_congr rfl fun n _ => by rw [gibbs]; ring
  have s2 : ∑ n, gibbs β E n * a n = (∑ n, Real.exp (-β * E n) * a n) / partition β E := by
    rw [sum_div]
    exact sum_congr rfl fun n _ => by rw [gibbs]; ring
  have d1 : ∑ n, Real.exp (-β * E n) * (β * a n) * a n =
      β * ∑ n, Real.exp (-β * E n) * a n ^ 2 := by
    rw [mul_sum]
    exact sum_congr rfl fun n _ => by ring
  have d2 : ∑ n, Real.exp (-β * E n) * (β * a n) = β * ∑ n, Real.exp (-β * E n) * a n := by
    rw [mul_sum]
    exact sum_congr rfl fun n _ => by ring
  have hZ0 : ∑ n, Real.exp (-β * E n) = partition β E := rfl
  have hne : partition β E ≠ 0 := by
    simp only [zero_mul, sub_zero] at hpos
    exact hpos.ne'
  rw [(conserved_susceptibilities β E a).1, s1, s2]
  simp only [zero_mul, sub_zero]
  rw [d1, d2, hZ0]
  field_simp

end

end IsothermalKubo
```

```lean
#print axioms IsothermalKubo.isothermal_sub_kubo
#print axioms IsothermalKubo.kubo_le_isothermal
#print axioms IsothermalKubo.isothermal_eq_kubo_iff
#print axioms IsothermalKubo.conserved_response
```

```
'IsothermalKubo.isothermal_sub_kubo' depends on axioms: [propext, Classical.choice, Quot.sound]
'IsothermalKubo.kubo_le_isothermal' depends on axioms: [propext, Classical.choice, Quot.sound]
'IsothermalKubo.isothermal_eq_kubo_iff' depends on axioms: [propext, Classical.choice, Quot.sound]
'IsothermalKubo.conserved_response' depends on axioms: [propext, Classical.choice, Quot.sound]
```
